# An upper bound on the lowest eigenvalue of H + tV from the first-order response

Once a perturbation calculation has solved the first-order (Sternheimer) equation, a few matrix elements and one norm bound the lowest energy at finite field strength t from above, with no further linear solve. Let H be the unperturbed Hamiltonian, V the perturbation, and ψ a unit eigenstate of H with energy e0. Write E1 = ⟨ψ, Vψ⟩, and let x be the first-order state: it is orthogonal to ψ and solves (H − e0)x = −(V − E1)ψ. With E2 = ⟨x, Vψ⟩ and E3 = ⟨x, (V − E1)x⟩, the lowest eigenvalue μ of H + tV satisfies, for every real t,

μ ≤ e0 + tE1 + (t²E2 + t³E3)/(1 + t²‖x‖²).

This holds for a fixed linear Hamiltonian in a finite basis; a Kohn–Sham potential that responds self-consistently is not of this form.

```lean
import Mathlib

open scoped InnerProductSpace ComplexConjugate

namespace ThirdOrderVariationalBound

noncomputable section

variable {E : Type*} [NormedAddCommGroup E] [InnerProductSpace ℂ E]
```

## μ is the lowest eigenvalue

`IsGroundEnergy T μ` says that μ is the least real number with a nonzero eigenvector of T. The hypothesis `hμ` applies it to H + tV. By hand and in Lean, it makes every eigenvalue at least μ. For an excited level the bound can fail, already at t = 0.

```lean
/-- The real number `μ` is the lowest eigenvalue of the operator `T`. -/
def IsGroundEnergy (T : E →ₗ[ℂ] E) (μ : ℝ) : Prop :=
  IsLeast {e : ℝ | ∃ v : E, v ≠ 0 ∧ T v = (e : ℂ) • v} μ
```

## Six conditions on the response data

The three energies are defined as real parts of inner products, which are conjugate-linear in the first argument.

```lean
/-- The first-order energy `E1 = Re ⟨ψ, V ψ⟩`. -/
def firstOrder (V : E →ₗ[ℂ] E) (ψ : E) : ℝ := (⟪ψ, V ψ⟫_ℂ).re

/-- The second-order energy `E2 = Re ⟨x, V ψ⟩`. -/
def secondOrder (V : E →ₗ[ℂ] E) (ψ x : E) : ℝ := (⟪x, V ψ⟫_ℂ).re

/-- The third-order energy `E3 = Re ⟨x, (V - E1) x⟩`. -/
def thirdOrder (V : E →ₗ[ℂ] E) (ψ x : E) : ℝ :=
  (⟪x, V x - (firstOrder V ψ : ℂ) • x⟫_ℂ).re
```

The structure `FirstOrderResponse` collects the conditions on H, V, ψ and x. It asks only that ψ be an eigenstate, so the ground state of H is a special case. If e0 is degenerate, a solution x is not unique and E3 can depend on the choice, so it need not be the true third-order energy; the bound holds for every such x. The space `E` is complex, and real symmetric matrices are included.

```lean
/-- `H` and `V` are symmetric, `ψ` is a unit eigenvector of `H` with energy `e0`, and `x` is
orthogonal to `ψ` and solves the first-order equation `(H - e0) x = -(V - E1) ψ`. -/
structure FirstOrderResponse (H V : E →ₗ[ℂ] E) (e0 : ℝ) (ψ x : E) : Prop where
  symH : H.IsSymmetric
  symV : V.IsSymmetric
  unit : ‖ψ‖ = 1
  eigen : H ψ = (e0 : ℂ) • ψ
  orth : ⟪ψ, x⟫_ℂ = 0
  response : H x - (e0 : ℂ) • x = -(V ψ - (firstOrder V ψ : ℂ) • ψ)
```

## Symmetry and finite dimension: the variational principle

Symmetry (`symH`, `symV`) means that H and V are observables. In finite dimension, a symmetric T has an orthonormal eigenbasis b_i with real eigenvalues λ_i. For any state φ,

⟨φ, (T − μ)φ⟩ = Σ_i (λ_i − μ)|⟨b_i, φ⟩|² ≥ 0,

because no λ_i lies below μ. If the sum is zero, every term is zero. Every component (λ_i − μ)⟨b_i, φ⟩ of (T − μ)φ then vanishes, so Tφ = μφ.

Without symmetry this fails: the matrix with rows (0, 2) and (0, 1) has eigenvalues 0 and 1, but energy −1/2 in the state (1, −1)/√2. In infinite dimension, continuous spectrum may lie below the lowest eigenvalue.

`re_inner_smul_self` evaluates the expectation of a real constant. `energy_decomposition` proves the displayed sum, and `variational_principle` draws both conclusions, using `Finset.sum_eq_zero_iff_of_nonneg` for the equality case.

```lean
/-- A real multiple `a` of the identity has expectation `a ‖y‖²` in the state `y`. -/
theorem re_inner_smul_self (a : ℝ) (y : E) : (⟪y, (a : ℂ) • y⟫_ℂ).re = a * ‖y‖ ^ 2 := by
  have h : (⟪y, y⟫_ℂ).re = ‖y‖ ^ 2 := inner_self_eq_norm_sq (𝕜 := ℂ) y
  rw [inner_smul_right, Complex.re_ofReal_mul, h]

/-- In finite dimension, a symmetric operator `T` has an orthonormal eigenbasis with real
eigenvalues `lam i`. In it, for every real `μ`, the operator `T - μ` acts by the factors `lam i - μ`
and its expectation is the sum of these factors weighted by the populations. -/
theorem energy_decomposition [FiniteDimensional ℂ E] {T : E →ₗ[ℂ] E} (hT : T.IsSymmetric) :
    ∃ (b : OrthonormalBasis (Fin (Module.finrank ℂ E)) ℂ E)
      (lam : Fin (Module.finrank ℂ E) → ℝ),
      (∀ i, T (b i) = (lam i : ℂ) • b i) ∧
      (∀ (μ : ℝ) (φ : E) i,
        ⟪b i, T φ - (μ : ℂ) • φ⟫_ℂ = ((lam i - μ : ℝ) : ℂ) * ⟪b i, φ⟫_ℂ) ∧
      ∀ (μ : ℝ) (φ : E), (⟪φ, T φ - (μ : ℂ) • φ⟫_ℂ).re
        = ∑ i, (lam i - μ) * ‖⟪b i, φ⟫_ℂ‖ ^ 2 := by
  obtain ⟨b, lam, hb⟩ : ∃ (b : OrthonormalBasis (Fin (Module.finrank ℂ E)) ℂ E)
      (lam : Fin (Module.finrank ℂ E) → ℝ), ∀ i, T (b i) = (lam i : ℂ) • b i :=
    ⟨hT.eigenvectorBasis rfl, hT.eigenvalues rfl, fun i => hT.apply_eigenvectorBasis rfl i⟩
  have key : ∀ (μ : ℝ) (φ : E) i,
      ⟪b i, T φ - (μ : ℂ) • φ⟫_ℂ = ((lam i - μ : ℝ) : ℂ) * ⟪b i, φ⟫_ℂ := by
    intro μ φ i
    rw [inner_sub_right, ← hT (b i) φ, hb i, inner_smul_left, inner_smul_right,
      Complex.conj_ofReal, Complex.ofReal_sub]
    ring
  refine ⟨b, lam, hb, key, fun μ φ => ?_⟩
  rw [← b.sum_inner_mul_inner, Complex.re_sum]
  refine Finset.sum_congr rfl fun i _ => ?_
  rw [key μ φ i, ← inner_conj_symm φ (b i), Complex.sq_norm, Complex.normSq_apply]
  simp only [Complex.mul_re, Complex.mul_im, Complex.conj_re, Complex.conj_im,
    Complex.ofReal_re, Complex.ofReal_im]
  ring

/-- Variational principle in finite dimension: if a symmetric operator has lowest eigenvalue `μ`,
the energy `Re ⟨φ, T φ⟩` of any vector `φ` is at least the lowest eigenvalue times the squared norm,
and equality forces the eigenvalue equation. -/
theorem variational_principle [FiniteDimensional ℂ E] {T : E →ₗ[ℂ] E} (hT : T.IsSymmetric)
    {μ : ℝ} (hμ : IsGroundEnergy T μ) (φ : E) :
    μ * ‖φ‖ ^ 2 ≤ (⟪φ, T φ⟫_ℂ).re ∧
      ((⟪φ, T φ⟫_ℂ).re = μ * ‖φ‖ ^ 2 → T φ = (μ : ℂ) • φ) := by
  obtain ⟨b, lam, hb, key, hsum⟩ := energy_decomposition hT
  have h := hsum μ φ
  rw [inner_sub_right, Complex.sub_re, re_inner_smul_self] at h
  have hterm : ∀ i ∈ Finset.univ, 0 ≤ (lam i - μ) * ‖⟪b i, φ⟫_ℂ‖ ^ 2 := fun i _ =>
    mul_nonneg (sub_nonneg.2 (hμ.2 ⟨b i, b.orthonormal.ne_zero i, hb i⟩)) (sq_nonneg _)
  refine ⟨by linarith [Finset.sum_nonneg hterm], fun heq => ?_⟩
  -- no excess energy: every component of the residual vanishes
  have hzero := (Finset.sum_eq_zero_iff_of_nonneg hterm).1 (by linarith)
  have hres : ∀ i, ⟪b i, T φ - (μ : ℂ) • φ⟫_ℂ = 0 := by
    intro i
    rw [key μ φ i]
    rcases mul_eq_zero.1 (hzero i (Finset.mem_univ i)) with h1 | h1
    · rw [h1, Complex.ofReal_zero, zero_mul]
    · rw [norm_eq_zero.1 (pow_eq_zero_iff two_ne_zero |>.1 h1), mul_zero]
  apply sub_eq_zero.1
  rw [← inner_self_eq_zero (𝕜 := ℂ), ← b.sum_inner_mul_inner]
  exact Finset.sum_eq_zero fun i _ => by rw [hres i, mul_zero]
```

## Four conditions that fix the trial energy

Take the trial state φ = ψ + sx with real amplitude s. The remaining conditions determine its norm and energy.

**Normalisation (`unit`)** sets the total probability of ψ to 1. It gives the 1 in ‖φ‖² and the values ⟨ψ, Hψ⟩ = e0 and ⟨ψ, (V − E1)ψ⟩ = 0. A norm above 1 can spoil the bound. For H = diag(0, 1) and V with rows (0, 1) and (1, 1), take ψ = (2, 0), x = (0, −2) and t = 0.1: the right-hand side is about −0.035, while μ ≈ −0.009.

**Orthogonality (`orth`)** keeps the correction free of the unperturbed state, so that

‖φ‖² = 1 + s²‖x‖².

If the real part of ⟨ψ, x⟩ is left free, the bound can fail: for V = 1, x = −ψ and ψ the ground state, the right-hand side is e0 + t − t²/(1 + t²), but μ = e0 + t.

**The eigenvalue equation (`eigen`)** makes ψ stationary and gives ⟨x, Hψ⟩ = 0. With H = V = 0 on a single level, x = 0 and e0 = −1, the bound would read 0 ≤ −1. This example rules out only an e0 different from ⟨ψ, Hψ⟩.

**The response equation (`response`)** says that x is the linear response to V:

Hx = e0 x − (V − E1)ψ.

Taking inner products with ψ and x gives

⟨ψ, Hx⟩ = 0 − (E1 − E1) = 0,
⟨x, Hx⟩ = e0‖x‖² − E2.

In the two-level system above, with ψ = (1, 0), the wrongly scaled x = (0, −2) gives about −0.015 at t = 0.1, again below μ. This x has ⟨x, (H − e0)x⟩ = 4, whereas the response equation would make it equal to −E2 = 2.

Symmetry of V gives Re⟨ψ, Vx⟩ = E2, and the definition of E3 gives ⟨x, Vx⟩ = E3 + E1‖x‖². Adding all eight matrix elements,

⟨φ, (H + tV)φ⟩ = e0 + s²(e0‖x‖² − E2) + t[E1 + 2sE2 + s²(E3 + E1‖x‖²)]
= (e0 + tE1)(1 + s²‖x‖²) + (2st − s²)E2 + s²tE3.

In `trial_state`, the facts `a0` to `a7` are these matrix elements, and `linear_combination` adds them with their powers of s and t.

```lean
variable {H V : E →ₗ[ℂ] E} {e0 : ℝ} {ψ x : E}

/-- For first-order response data, the trial state `ψ + s x` has squared norm
`1 + s² ‖x‖²` and the stated energy under `H + t V`, for all real `s` and `t`. -/
theorem trial_state (h : FirstOrderResponse H V e0 ψ x) (s t : ℝ) :
    ‖ψ + (s : ℂ) • x‖ ^ 2 = 1 + s ^ 2 * ‖x‖ ^ 2 ∧
    (⟪ψ + (s : ℂ) • x, (H + (t : ℂ) • V) (ψ + (s : ℂ) • x)⟫_ℂ).re
      = (e0 + t * firstOrder V ψ) * (1 + s ^ 2 * ‖x‖ ^ 2)
        + ((2 * s * t - s ^ 2) * secondOrder V ψ x + s ^ 2 * t * thirdOrder V ψ x) := by
  constructor
  · rw [norm_add_sq (𝕜 := ℂ), inner_smul_right, h.orth, norm_smul, h.unit, mul_pow]
    simp
  have hxψ : ⟪x, ψ⟫_ℂ = 0 := by rw [← inner_conj_symm, h.orth, map_zero]
  have hHx : H x = (e0 : ℂ) • x - (V ψ - (firstOrder V ψ : ℂ) • ψ) := by
    rw [sub_eq_add_neg, ← h.response]; abel
  have a0 : (⟪ψ, V ψ⟫_ℂ).re = firstOrder V ψ := rfl
  have a1 : (⟪ψ, H ψ⟫_ℂ).re = e0 := by
    rw [h.eigen, re_inner_smul_self, h.unit]; ring
  have a2 : (⟪ψ, H x⟫_ℂ).re = 0 := by
    rw [hHx, inner_sub_right, inner_sub_right, Complex.sub_re, Complex.sub_re,
      re_inner_smul_self, h.unit, inner_smul_right, h.orth, a0]
    simp
  have a3 : (⟪x, H ψ⟫_ℂ).re = 0 := by
    rw [h.eigen, inner_smul_right, hxψ, mul_zero, Complex.zero_re]
  have a7 : (⟪x, V ψ⟫_ℂ).re = secondOrder V ψ x := rfl
  have a4 : (⟪x, H x⟫_ℂ).re = e0 * ‖x‖ ^ 2 - secondOrder V ψ x := by
    rw [hHx, inner_sub_right, inner_sub_right, Complex.sub_re, Complex.sub_re,
      re_inner_smul_self, inner_smul_right, hxψ, a7]
    simp
  have a5 : (⟪ψ, V x⟫_ℂ).re = secondOrder V ψ x := by
    rw [← h.symV ψ x, ← inner_conj_symm, Complex.conj_re, a7]
  have a6 : (⟪x, V x⟫_ℂ).re = thirdOrder V ψ x + firstOrder V ψ * ‖x‖ ^ 2 := by
    rw [thirdOrder, inner_sub_right, Complex.sub_re, re_inner_smul_self]; ring
  -- expand the quadratic form and collect the eight matrix elements
  simp only [LinearMap.add_apply, LinearMap.smul_apply, map_add, map_smul, inner_add_left,
    inner_add_right, inner_smul_left, inner_smul_right, Complex.add_re, Complex.conj_ofReal,
    Complex.re_ofReal_mul]
  linear_combination a1 + s * a2 + s * a3 + s ^ 2 * a4 + t * a0 + t * s * a5 + s * t * a7
    + s ^ 2 * t * a6
```

## Real field strength and the choice s = t

A real t keeps H + tV symmetric, as `symmetric_perturbed` shows; a complex t generally does not, and the variational principle is then unavailable.

```lean
/-- If `H` and `V` are symmetric, so is `H + t V` for real `t`. -/
theorem symmetric_perturbed (hH : H.IsSymmetric) (hV : V.IsSymmetric) (t : ℝ) :
    (H + (t : ℂ) • V).IsSymmetric := by
  intro u v
  simp only [LinearMap.add_apply, LinearMap.smul_apply, inner_add_left, inner_add_right,
    inner_smul_left, inner_smul_right, Complex.conj_ofReal]
  rw [hH u v, hV u v]
```

With s = t the coefficient 2st − s² becomes t², and the variational principle reads

μ(1 + t²‖x‖²) ≤ (e0 + tE1)(1 + t²‖x‖²) + t²E2 + t³E3.

Division by the positive squared norm gives the bound. In Lean, `positivity` proves that sign, `le_div_iff₀` handles the division and `linarith` finishes.

```lean
/-- For first-order response data in finite dimension and every real `t`, the lowest eigenvalue `μ`
of `H + t V` is at most `e0 + t E1 + (t² E2 + t³ E3) / (1 + t² ‖x‖²)`. -/
theorem third_order_upper_bound [FiniteDimensional ℂ E] (h : FirstOrderResponse H V e0 ψ x)
    (t : ℝ) {μ : ℝ} (hμ : IsGroundEnergy (H + (t : ℂ) • V) μ) :
    μ ≤ e0 + t * firstOrder V ψ
      + (t ^ 2 * secondOrder V ψ x + t ^ 3 * thirdOrder V ψ x) / (1 + t ^ 2 * ‖x‖ ^ 2) := by
  -- the trial state is the first-order wavefunction `ψ + t x`
  have v := (variational_principle (symmetric_perturbed h.symH h.symV t) hμ
    (ψ + (t : ℂ) • x)).1
  rw [(trial_state h t t).1, (trial_state h t t).2] at v
  have hD : 0 < 1 + t ^ 2 * ‖x‖ ^ 2 := by positivity
  rw [← sub_le_iff_le_add', le_div_iff₀ hD]
  linarith
```

The bound equals μ exactly when ψ + tx satisfies the eigenvalue equation for μ. One direction is the equality case of the variational principle; the other inserts the eigenvalue equation into the trial energy.

```lean
/-- For first-order response data in finite dimension and every real `t`, the bound of
`third_order_upper_bound` equals the lowest eigenvalue `μ` of `H + t V` exactly when `ψ + t x`
satisfies the eigenvalue equation with eigenvalue `μ`. -/
theorem bound_attained_iff [FiniteDimensional ℂ E] (h : FirstOrderResponse H V e0 ψ x)
    (t : ℝ) {μ : ℝ} (hμ : IsGroundEnergy (H + (t : ℂ) • V) μ) :
    μ = e0 + t * firstOrder V ψ
      + (t ^ 2 * secondOrder V ψ x + t ^ 3 * thirdOrder V ψ x) / (1 + t ^ 2 * ‖x‖ ^ 2) ↔
    (H + (t : ℂ) • V) (ψ + (t : ℂ) • x) = (μ : ℂ) • (ψ + (t : ℂ) • x) := by
  obtain ⟨hn, hE⟩ := trial_state h t t
  have hD : 0 < 1 + t ^ 2 * ‖x‖ ^ 2 := by positivity
  rw [← sub_eq_iff_eq_add', eq_div_iff hD.ne']
  constructor
  · intro heq
    apply (variational_principle (symmetric_perturbed h.symH h.symV t) hμ _).2
    rw [hE, hn]
    linear_combination -heq
  · intro heq
    rw [heq, re_inner_smul_self, hn] at hE
    linear_combination hE
```

## A two-level system that meets the conditions

For H = diag(0, 1), V with rows (0, 1) and (1, 1), ψ = (1, 0) and x = (0, −1), all six conditions hold, with E1 = 0, E2 = −1 and E3 = 1. The bound becomes

μ ≤ −t²(1 − t)/(1 + t²).

At t = −1 it gives −1, which is the lowest eigenvalue, and ψ + tx = (1, 1) is its eigenvector. The Lean proof checks the conditions and the values of E2 and E3 entry by entry.

```lean
/-- The two-level operators `H = diag(0, 1)` and `V = !![0, 1; 1, 1]` with `ψ = (1, 0)` and
`x = (0, -1)` are first-order response data with `E2 = -1` and `E3 = 1`. -/
theorem firstOrderResponse_witness :
    FirstOrderResponse (Matrix.toEuclideanLin (!![0, 0; 0, 1] : Matrix (Fin 2) (Fin 2) ℂ))
      (Matrix.toEuclideanLin (!![0, 1; 1, 1] : Matrix (Fin 2) (Fin 2) ℂ)) 0
      !₂[(1 : ℂ), 0] !₂[(0 : ℂ), -1] ∧
    secondOrder (Matrix.toEuclideanLin (!![0, 1; 1, 1] : Matrix (Fin 2) (Fin 2) ℂ))
      !₂[(1 : ℂ), 0] !₂[(0 : ℂ), -1] = -1 ∧
    thirdOrder (Matrix.toEuclideanLin (!![0, 1; 1, 1] : Matrix (Fin 2) (Fin 2) ℂ))
      !₂[(1 : ℂ), 0] !₂[(0 : ℂ), -1] = 1 := by
  have key : ∀ (M : Matrix (Fin 2) (Fin 2) ℂ) (v : EuclideanSpace ℂ (Fin 2)),
      Matrix.toEuclideanLin M v = WithLp.toLp 2 (M.mulVec v.ofLp) := fun _ _ => rfl
  have f1 : firstOrder (Matrix.toEuclideanLin (!![0, 1; 1, 1] : Matrix (Fin 2) (Fin 2) ℂ))
      !₂[(1 : ℂ), 0] = 0 := by
    simp [firstOrder, key, PiLp.inner_apply, Fin.sum_univ_two]
  refine ⟨⟨?_, ?_, ?_, ?_, ?_, ?_⟩, ?_, ?_⟩
  · apply Matrix.isSymmetric_toEuclideanLin_iff.2
    ext i j
    fin_cases i <;> fin_cases j <;> simp
  · apply Matrix.isSymmetric_toEuclideanLin_iff.2
    ext i j
    fin_cases i <;> fin_cases j <;> simp
  · simp [EuclideanSpace.norm_eq, Fin.sum_univ_two]
  · ext i
    fin_cases i <;> simp [key]
  · simp [PiLp.inner_apply, Fin.sum_univ_two]
  · rw [f1]
    ext i
    fin_cases i <;> simp [key, Matrix.mulVec, dotProduct, Fin.sum_univ_two]
  · simp [secondOrder, key, PiLp.inner_apply, Fin.sum_univ_two, Matrix.mulVec, dotProduct]
  · rw [thirdOrder, f1]
    simp [key, PiLp.inner_apply, Fin.sum_univ_two, Matrix.mulVec, dotProduct]

end

end ThirdOrderVariationalBound
```

```lean
#print axioms ThirdOrderVariationalBound.third_order_upper_bound
#print axioms ThirdOrderVariationalBound.bound_attained_iff
```

```
'ThirdOrderVariationalBound.third_order_upper_bound' depends on axioms: [propext, Classical.choice, Quot.sound]
'ThirdOrderVariationalBound.bound_attained_iff' depends on axioms: [propext, Classical.choice, Quot.sound]
```
